# The derivative of exp(−x) times the exponential series truncated after xⁿ is −exp(−x) xⁿ/n!

The declaration concerns the product of exp(−x) and the exponential series cut off after the power n. It states that, at every real x and for every natural number n, this product has derivative −exp(−x) xⁿ/n!. This is a calculus identity with no physical model behind it, though products of this form occur in radial integrals over exponentially decaying charge densities. The proof is by induction on n: the step splits off the newest term of the series, differentiates it by the product rule, and checks that part of the result cancels the remainder left by the previous case.

The first attempt, which Lean rejects:

```lean
import Mathlib

open MeasureTheory MeasureTheory.Measure Filter Set
open scoped Topology Real

namespace HasDerivAtExpMulExpSum

noncomputable section

/-- The exponential series truncated after the power `n`. -/
def expSum (n : ℕ) (x : ℝ) : ℝ := ∑ j ∈ Finset.range (n + 1), x ^ j / (j.factorial : ℝ)

/-- The derivative of `exp(-x)` times the truncated exponential series is a single term,
`-exp(-x) x ^ n / n!`. -/
theorem hasDerivAt_exp_mul_expSum (n : ℕ) (x : ℝ) :
    HasDerivAt (fun y => Real.exp (-y) * expSum n y)
      (-(Real.exp (-x) * x ^ n / (n.factorial : ℝ))) x := by
  have he : HasDerivAt (fun y : ℝ => Real.exp (-y)) (-Real.exp (-x)) x := by
    simpa using (hasDerivAt_neg x).exp
  induction n with
  | zero => simpa [expSum] using he
  | succ n ih =>
    have hs : (fun y => Real.exp (-y) * expSum (n + 1) y) = fun y =>
        Real.exp (-y) * expSum n y
          + Real.exp (-y) * (y ^ (n + 1) / ((n + 1).factorial : ℝ)) := by
      funext y
      rw [expSum, Finset.sum_range_succ, mul_add, expSum]
    rw [hs]
    have hp := (hasDerivAt_pow (n + 1) x).div_const ((n + 1).factorial : ℝ)
    refine (ih.fun_add (he.fun_mul hp)).congr_deriv ?_
    -- the new term cancels the previous remainder
    have hn : (n.factorial : ℝ) ≠ 0 := by positivity
    have hn1 : (n : ℝ) + 1 ≠ 0 := by positivity
    rw [Nat.factorial_succ]
    push_cast
    simp only [Nat.add_sub_cancel]
    field_simp
    ring

end

end HasDerivAtExpMulExpSum
```

The error:

```
Main.lean:36:4: error: `simp` made no progress
```

The repair, with which the file compiles:

```diff
@@ -34,5 +34,4 @@
     rw [Nat.factorial_succ]
     push_cast
-    simp only [Nat.add_sub_cancel]
     field_simp
     ring
```

Cause. The message means that `simp only [Nat.add_sub_cancel]` found nothing in the goal to rewrite, which Lean treats as an error.

The line was meant for the exponent `n + 1 - 1`, which enters through `hasDerivAt_pow (n + 1) x`, since that lemma writes the derivative of a power with the exponent lowered by a subtraction. `Nat.add_sub_cancel` would turn this into `n`, so the subtraction must already have gone when the line was reached. Of the two steps just before it, `rw [Nat.factorial_succ]` only unfolds a factorial, so it was `push_cast` that simplified the exponent, besides moving the casts inward.

The repair deletes the redundant line. `field_simp` and `ring` then receive the same goal that the failing call would have left unchanged, and they close it. The mathematical argument was sound and is not altered.
